# The direct RPA correlation energy as a negative squared norm, and the self-correlation of one electron

Take a single electronic transition with excitation gap $d>0$ and interaction matrix element $\kappa\ge 0$. In the direct random-phase approximation (RPA), which leaves exchange out of the kernel, the interaction moves the excitation energy from $d$ to $r=\sqrt{d(d+2\kappa)}$. The correlation energy is $E_c=(r-d-\kappa)/2$. Expanding a square gives

$$\frac{(r-d)^2}{d}=\frac{d(d+2\kappa)-2rd+d^2}{d}=2(d+\kappa-r),\qquad\text{so}\qquad E_c=-\frac{(r-d)^2}{4d}.$$

For $d=1$ and $\kappa=4$ this means $r=3$ and $E_c=-1$. Any shift of the frequency lowers the energy, and nothing in the formula asks how many electrons there are. For weak coupling, expanding the root gives $E_c\approx-\kappa^2/(4d)$.

With several transitions, the gaps form a diagonal matrix $D$, the matrix elements a kernel $K$, and the frequency becomes a matrix $R$.

## Gaps, kernel and frequency matrix

```lean
import Mathlib

open Matrix

namespace RPASelfCorrelation

noncomputable section

variable {n : Type*} [Fintype n] [DecidableEq n]
```

The finite set `n` labels the transitions. Everything below holds for any finite number of them.

```lean
/-- The RPA matrix `D^(1/2) (D + 2K) D^(1/2)` for excitation gaps `d` and interaction kernel `K`. -/
def rpaMatrix (d : n → ℝ) (K : Matrix n n ℝ) : Matrix n n ℝ :=
  diagonal (fun i => √(d i)) * (diagonal d + (2 : ℝ) • K) * diagonal (fun i => √(d i))
```

The function `d` assigns a real gap $d_i$ to each transition $i$, and `diagonal d` is $D$. The definition reads

$$M=D^{1/2}(D+2K)D^{1/2},$$

where $D^{1/2}$ is the diagonal matrix of the $\sqrt{d_i}$. Real matrices correspond to real orbitals. The indices run over spin-orbital transitions, so no extra spin factor appears.

```lean
/-- `R` is a frequency matrix: a positive semidefinite square root of the RPA matrix. -/
def IsFrequencyMatrix (d : n → ℝ) (K R : Matrix n n ℝ) : Prop :=
  R.PosSemidef ∧ R * R = rpaMatrix d K
```

This is a condition on a given $R$: it is positive semidefinite and $R^2=M$. For real matrices, `PosSemidef` includes symmetry. The eigenvalues of $R$ are the RPA excitation energies. The theorems take such an $R$ as given, which physically means that the reference state has no RPA instability. They need no separate assumption that $K$ is positive semidefinite.

```lean
/-- The direct RPA correlation energy `(tr R - tr D - tr K) / 2`. -/
def correlationEnergy (d : n → ℝ) (K R : Matrix n n ℝ) : ℝ :=
  (trace R - trace (diagonal d) - trace K) / 2
```

This is $E_c=(\operatorname{tr}R-\operatorname{tr}D-\operatorname{tr}K)/2$: half the sum of the RPA frequencies, minus half the trace of $D+K$.

```lean
/-- The scaled frequency shift `D^(-1/2) (R - D)`. -/
def scaledShift (d : n → ℝ) (R : Matrix n n ℝ) : Matrix n n ℝ :=
  diagonal (fun i => (√(d i))⁻¹) * (R - diagonal d)
```

The scaled shift is $S=D^{-1/2}(R-D)$, with entries $S_{ij}=(R_{ij}-D_{ij})/\sqrt{d_i}$.

```lean
/-- The squared Frobenius norm of a real matrix. -/
def frobeniusSq (A : Matrix n n ℝ) : ℝ := ∑ i, ∑ j, A i j ^ 2
```

The squared Frobenius norm is the sum of all squared entries, $\|A\|_F^2=\sum_{ij}A_{ij}^2$.

```lean
/-- The entries of the RPA matrix. -/
lemma rpaMatrix_apply (d : n → ℝ) (K : Matrix n n ℝ) (i j : n) :
    rpaMatrix d K i j = √(d i) * (diagonal d i j + 2 * K i j) * √(d j) := by
  rw [rpaMatrix, Matrix.mul_diagonal, Matrix.diagonal_mul, Matrix.add_apply,
    Matrix.smul_apply, smul_eq_mul]
```

Written in entries, $M_{ij}=\sqrt{d_i}\,(D_{ij}+2K_{ij})\sqrt{d_j}$. The later proofs use this form.

## One identity per transition

```lean
/-- Each transition `i` contributes `2 (dᵢ + Kᵢᵢ - Rᵢᵢ)` to the squared norm of the
scaled frequency shift. -/
theorem transition_identity {d : n → ℝ} {K R : Matrix n n ℝ} (hd : ∀ i, 0 < d i)
    (h : IsFrequencyMatrix d K R) (i : n) :
    ∑ j, scaledShift d R i j ^ 2 = 2 * (d i + K i i - R i i) := by
  have hs : √(d i) * √(d i) = d i := Real.mul_self_sqrt (hd i).le
  have hsym : ∀ j, R j i = R i j := fun j => by simpa using h.1.isHermitian.apply i j
  -- the diagonal of `R²` fixes the norm of each row of `R`
  have h2 : ∑ j, R i j ^ 2 = d i * (d i + 2 * K i i) := by
    have e := congrFun (congrFun h.2 i) i
    rw [rpaMatrix_apply, Matrix.mul_apply, diagonal_apply_eq] at e
    calc ∑ j, R i j ^ 2 = ∑ j, R i j * R j i :=
          Finset.sum_congr rfl (fun j _ => by rw [hsym j]; ring)
      _ = √(d i) * (d i + 2 * K i i) * √(d i) := e
      _ = _ := by linear_combination (d i + 2 * K i i) * hs
  have h3 : ∑ j, R i j * diagonal d i j = R i i * d i := by
    simp [Matrix.diagonal_apply]
  have h4 : ∑ j, diagonal d i j ^ 2 = d i ^ 2 := by
    simp [Matrix.diagonal_apply, ite_pow]
  calc ∑ j, scaledShift d R i j ^ 2
      = ∑ j, (d i)⁻¹ * (R i j ^ 2 - 2 * (R i j * diagonal d i j) + diagonal d i j ^ 2) := by
        refine Finset.sum_congr rfl (fun j _ => ?_)
        rw [scaledShift, Matrix.diagonal_mul, Matrix.sub_apply, mul_pow, inv_pow,
          Real.sq_sqrt (hd i).le]
        ring
    _ = (d i)⁻¹ * (d i * (d i + 2 * K i i) - 2 * (R i i * d i) + d i ^ 2) := by
        rw [← Finset.mul_sum, Finset.sum_add_distrib, Finset.sum_sub_distrib,
          ← Finset.mul_sum, h2, h3, h4]
    _ = 2 * (d i + K i i - R i i) := by
        rw [inv_mul_eq_iff_eq_mul₀ (hd i).ne']
        ring
```

The hypothesis `hd` says that every gap is positive, so each virtual orbital lies above the occupied orbital it is reached from. The hypothesis `h` says that $R$ is a frequency matrix. The claim is

$$\sum_j S_{ij}^2=2(d_i+K_{ii}-R_{ii}).$$

By hand, $R$ is symmetric, so the diagonal entry $i$ of $R^2=M$ gives

$$\sum_j R_{ij}^2=d_i(d_i+2K_{ii}).$$

This is `h2`. The cross term and the last term of the square are `h3` and `h4`: $\sum_j R_{ij}D_{ij}=R_{ii}d_i$ and $\sum_j D_{ij}^2=d_i^2$. Hence

$$\sum_j S_{ij}^2=\frac{1}{d_i}\left[d_i(d_i+2K_{ii})-2R_{ii}d_i+d_i^2\right]=2(d_i+K_{ii}-R_{ii}).$$

The final `calc` block is this chain of equalities, with a justification after each `:=`.

```lean
/-- The direct RPA correlation energy is minus one quarter of the squared Frobenius norm of
`D^(-1/2) (R - D)`. -/
theorem correlationEnergy_eq_neg_frobeniusSq {d : n → ℝ} {K R : Matrix n n ℝ}
    (hd : ∀ i, 0 < d i) (h : IsFrequencyMatrix d K R) :
    correlationEnergy d K R = -(1 / 4) * frobeniusSq (scaledShift d R) := by
  rw [frobeniusSq, Finset.sum_congr rfl (fun i _ => transition_identity hd h i),
    ← Finset.mul_sum, Finset.sum_sub_distrib, Finset.sum_add_distrib]
  simp only [correlationEnergy, Matrix.trace, Matrix.diag_apply, diagonal_apply_eq]
  ring
```

Summing over $i$ gives $\|S\|_F^2=2(\operatorname{tr}D+\operatorname{tr}K-\operatorname{tr}R)=-4E_c$, that is,

$$E_c=-\tfrac14\,\|D^{-1/2}(R-D)\|_F^2.$$

The `rw` line inserts the identity for each transition and splits the sum. After `simp only` unfolds the traces, `ring` does the remaining algebra.

## When the energy is strictly negative

The norm formula gives $E_c\le 0$. Strict negativity requires knowing when $R$ can equal $D$.

```lean
omit [DecidableEq n] in
/-- A positive semidefinite matrix has no nonzero eigenvector with negative eigenvalue `-c`. -/
lemma eq_zero_of_negative_mode {R : Matrix n n ℝ} (hR : R.PosSemidef) {c : ℝ} (hc : 0 < c)
    {x : n → ℝ} (hx : R *ᵥ x = fun i => -(x i * c)) (i : n) : x i = 0 := by
  have hpos := hR.dotProduct_mulVec_nonneg x
  have e : star x ⬝ᵥ (fun i => -(x i * c)) = -(c * ∑ i, x i ^ 2) := by
    simp only [dotProduct, Pi.star_apply, star_trivial]
    rw [Finset.mul_sum, ← Finset.sum_neg_distrib]
    exact Finset.sum_congr rfl (fun i _ => by ring)
  rw [hx, e] at hpos
  have hi : x i ^ 2 ≤ ∑ i, x i ^ 2 :=
    Finset.single_le_sum (f := fun i => x i ^ 2) (fun j _ => sq_nonneg (x j)) (Finset.mem_univ i)
  have h0 : x i ^ 2 = 0 := by nlinarith [sq_nonneg (x i)]
  exact pow_eq_zero_iff (two_ne_zero) |>.mp h0
```

Suppose $Rx=-cx$ with $c>0$. Positivity of $R$ gives $0\le x^{\mathsf T}Rx=-c\sum_i x_i^2$, so every $x_i$ is zero. In Lean, `*ᵥ` is a matrix acting on a vector and `⬝ᵥ` is the dot product.

```lean
/-- The frequency matrix equals the matrix of bare gaps exactly when the kernel vanishes. -/
theorem frequency_eq_gap_iff {d : n → ℝ} {K R : Matrix n n ℝ} (hd : ∀ i, 0 < d i)
    (h : IsFrequencyMatrix d K R) : R = diagonal d ↔ K = 0 := by
  have hD : ∀ i j, √(d i) * diagonal d i j * √(d j) = diagonal d i j * d j := by
    intro i j
    by_cases hij : i = j
    · subst hij
      linear_combination (diagonal d i i) * Real.mul_self_sqrt (hd i).le
    · simp [Matrix.diagonal_apply_ne _ hij]
  constructor
  · intro hR
    ext i j
    have e := congrFun (congrFun h.2 i) j
    rw [hR, rpaMatrix_apply, Matrix.mul_diagonal] at e
    have hp : √(d i) * √(d j) ≠ 0 :=
      (mul_pos (Real.sqrt_pos.mpr (hd i)) (Real.sqrt_pos.mpr (hd j))).ne'
    have h0 : √(d i) * √(d j) * K i j = 0 := by
      linear_combination (-1 / 2) * e - (1 / 2) * hD i j
    simpa using (mul_eq_zero.mp h0).resolve_left hp
  · intro hK
    have hsq : R * R = diagonal d * diagonal d := by
      rw [h.2, hK]
      ext i j
      rw [rpaMatrix_apply, Matrix.mul_diagonal, Matrix.zero_apply]
      linear_combination hD i j
    -- every column of `R - D` would be a mode of `R` with a negative eigenvalue
    have e : R * (R - diagonal d) = -((R - diagonal d) * diagonal d) := by
      rw [mul_sub, sub_mul, hsq]
      abel
    ext i j
    have hx : R *ᵥ (fun k => (R - diagonal d) k j)
        = fun k => -((R - diagonal d) k j * d j) := by
      funext k
      have ek := congrFun (congrFun e k) j
      rw [Matrix.neg_apply, Matrix.mul_diagonal] at ek
      exact ek
    have h0 := eq_zero_of_negative_mode h.1 (hd j) hx i
    exact sub_eq_zero.mp h0
```

The claim is that $R=D$ exactly when $K=0$. The symbol `↔` means "if and only if", and `constructor` splits the proof into the two directions.

If $R=D$, then $D^2=M$. Since $(D^2)_{ij}=\sqrt{d_i}\,D_{ij}\sqrt{d_j}$, which is the helper `hD`, comparing entries leaves $2\sqrt{d_i}\sqrt{d_j}\,K_{ij}=0$. The roots are positive, so $K_{ij}=0$.

If $K=0$, then $R^2=D^2$, and therefore

$$R(R-D)=D^2-RD=-(R-D)D.$$

Column $j$ of this equation says that $x$, the $j$-th column of $R-D$, satisfies $Rx=-d_jx$. The previous lemma makes it zero, so $R=D$.

Positivity of $R$ matters here. With one transition, $d=1$ and $K=0$, the choice $R=-1$ also satisfies $R^2=M$. It would give $E_c=-1$ with no interaction at all.

```lean
/-- The direct RPA correlation energy is strictly negative exactly when the kernel is nonzero. -/
theorem correlationEnergy_neg_iff {d : n → ℝ} {K R : Matrix n n ℝ} (hd : ∀ i, 0 < d i)
    (h : IsFrequencyMatrix d K R) : correlationEnergy d K R < 0 ↔ K ≠ 0 := by
  constructor
  · intro hneg hK
    have hR := (frequency_eq_gap_iff hd h).mpr hK
    rw [hR, hK] at hneg
    simp [correlationEnergy] at hneg
  · intro hK
    rw [correlationEnergy_eq_neg_frobeniusSq hd h]
    -- a nonzero kernel forces some entry of `R - D` to be nonzero
    have hne : ∃ i j, R i j ≠ diagonal d i j := by
      by_contra hc
      push Not at hc
      exact hK ((frequency_eq_gap_iff hd h).mp (Matrix.ext hc))
    obtain ⟨i, j, hij⟩ := hne
    have hs : scaledShift d R i j ≠ 0 := by
      rw [scaledShift, Matrix.diagonal_mul, Matrix.sub_apply]
      exact mul_ne_zero (inv_ne_zero (Real.sqrt_pos.mpr (hd i)).ne') (sub_ne_zero.mpr hij)
    have hpos : 0 < frobeniusSq (scaledShift d R) :=
      Finset.sum_pos' (fun a _ => Finset.sum_nonneg (fun b _ => sq_nonneg _))
        ⟨i, Finset.mem_univ i, Finset.sum_pos' (fun b _ => sq_nonneg _)
          ⟨j, Finset.mem_univ j, by positivity⟩⟩
    linarith
```

Thus $E_c<0$ exactly when $K\neq0$. If $K=0$, then $R=D$ and the energy is zero, which contradicts $E_c<0$. If $K\ne0$, then $R\neq D$, so some entry $R_{ij}-D_{ij}$ is nonzero. Dividing it by $\sqrt{d_i}$ keeps it nonzero, the squared norm is positive, and the energy formula gives the sign.

## One electron with a long-range interaction

```lean
/-- The long-range Coulomb interaction at wavenumber `k`, damped by a Gaussian with length `a`. -/
def longRangeCoulomb (a k : ℝ) : ℝ := 4 * Real.pi / k ^ 2 * Real.exp (-(a * k) ^ 2)
```

This is the Fourier-space interaction $v_a(k)=\frac{4\pi}{k^2}e^{-(ak)^2}$ in atomic units. The Gaussian suppresses large wavenumbers, and with them the short-range part of the Coulomb repulsion. In real space it corresponds to $\operatorname{erf}(\mu r)/r$ with $a=1/(2\mu)$. Setting $a=0$ restores the full Coulomb interaction.

```lean
/-- The kernel of one electron in a unit volume: `ρ q i` is the component along the normalised real
Fourier mode `q`, of wavenumber `k q`, of the density of the transition from the occupied orbital to
virtual `i`. -/
def oneElectronKernel {m : Type*} [Fintype m] (a : ℝ) (k : m → ℝ) (ρ : m → n → ℝ) :
    Matrix n n ℝ :=
  Matrix.of fun i j => ∑ q, longRangeCoulomb a (k q) * (ρ q i * ρ q j)
```

One electron occupies one orbital, and $i$ labels the virtual orbitals it can reach. The finite set `m` labels real Fourier modes $q$ with wavenumber $k_q$, normalised in the unit volume as $\sqrt2\cos(\mathbf k\cdot\mathbf r)$ or $\sqrt2\sin(\mathbf k\cdot\mathbf r)$, with one wavevector taken from each pair $\pm\mathbf k$. The number $\rho_{qi}$ is the integral of mode $q$ times transition density $i$. The kernel is

$$K_{ij}=\sum_q v_a(k_q)\,\rho_{qi}\,\rho_{qj}.$$

The gaps and transition densities are inputs; they are not computed from a Hamiltonian.

```lean
/-- One electron with a long-range interaction has a strictly negative direct RPA correlation
energy as soon as one Fourier component of one transition density is nonzero. -/
theorem one_electron_self_correlation {m : Type*} [Fintype m] {d : n → ℝ} {R : Matrix n n ℝ}
    {a : ℝ} {k : m → ℝ} {ρ : m → n → ℝ} (hd : ∀ i, 0 < d i) (hk : ∀ q, k q ≠ 0)
    (h : IsFrequencyMatrix d (oneElectronKernel a k ρ) R) {q : m} {i : n} (hρ : ρ q i ≠ 0) :
    correlationEnergy d (oneElectronKernel a k ρ) R < 0 := by
  have hw : ∀ p, 0 < longRangeCoulomb a (k p) := fun p => by
    have hp : 0 < k p ^ 2 := sq_pos_of_ne_zero (hk p)
    exact mul_pos (div_pos (mul_pos four_pos Real.pi_pos) hp) (Real.exp_pos _)
  -- the self-repulsion of the transition density is positive
  have hpos : 0 < oneElectronKernel a k ρ i i :=
    Finset.sum_pos' (fun p _ => mul_nonneg (hw p).le (mul_self_nonneg _))
      ⟨q, Finset.mem_univ q, mul_pos (hw q) (mul_self_pos.mpr hρ)⟩
  refine (correlationEnergy_neg_iff hd h).mpr (fun h0 => ?_)
  rw [h0] at hpos
  simp at hpos
```

If all $k_q$ are nonzero and at least one $\rho_{qi}$ is nonzero, then $E_c<0$. The constant mode, $k=0$, is left out. Its component $\rho_{qi}$ would be zero in any case, because the density of a transition between orthogonal orbitals integrates to zero.

The argument looks at one diagonal entry, $K_{ii}=\sum_p v_a(k_p)\rho_{pi}^2$. Every weight is positive (`hw`), and the term $p=q$ is strictly positive, so $K_{ii}>0$ (`hpos`). Hence $K\neq0$, and the sign criterion applies.

The exact correlation energy of one electron is zero, so this negative value is a self-correlation error. For range-separated calculations that treat only the long-range part with direct RPA, the result shows, in this finite model with real orbitals, that damping the interaction does not by itself remove the error.

## Two coupled transitions in numbers

```lean
/-- For gaps 1 and 4 and the kernel `!![9 / 2, 2; 2, 5 / 4]`, the matrix `!![3, 1; 1, 5]` is a
frequency matrix, and the correlation energy is `-11/8`. -/
theorem isFrequencyMatrix_witness :
    IsFrequencyMatrix ![1, 4] !![9 / 2, 2; 2, 5 / 4] !![3, 1; 1, 5] ∧
      correlationEnergy ![1, 4] !![9 / 2, 2; 2, 5 / 4] !![3, 1; 1, 5] = -11 / 8 := by
  have h4 : √(4 : ℝ) = 2 := by
    rw [show (4 : ℝ) = 2 ^ 2 by norm_num]
    exact Real.sqrt_sq (by norm_num)
  refine ⟨⟨Matrix.PosSemidef.of_dotProduct_mulVec_nonneg ?_ ?_, ?_⟩, ?_⟩
  · ext i j
    fin_cases i <;> fin_cases j <;> simp
  · intro x
    have e : star x ⬝ᵥ (!![3, 1; 1, 5] : Matrix (Fin 2) (Fin 2) ℝ) *ᵥ x
        = (x 0 + x 1) ^ 2 + 2 * x 0 ^ 2 + 4 * x 1 ^ 2 := by
      simp [Matrix.mulVec, dotProduct, Fin.sum_univ_two]
      ring
    rw [e]
    positivity
  · ext i j
    rw [rpaMatrix_apply]
    fin_cases i <;> fin_cases j <;>
      norm_num [Matrix.mul_apply, Fin.sum_univ_two, Matrix.diagonal_apply, h4]
  · norm_num [correlationEnergy, Matrix.trace, Fin.sum_univ_two]

end

end RPASelfCorrelation
```

The notation `![1, 4]` is a vector, and `!![3, 1; 1, 5]` is a matrix written row by row. The example has

$$D=\begin{pmatrix}1&0\\0&4\end{pmatrix},\quad K=\begin{pmatrix}9/2&2\\2&5/4\end{pmatrix},\quad R=\begin{pmatrix}3&1\\1&5\end{pmatrix}.$$

Positivity of $R$ follows from $x^{\mathsf T}Rx=(x_0+x_1)^2+2x_0^2+4x_1^2$, with indices starting at zero as in Lean. Both $R^2$ and $M$ equal $\begin{pmatrix}10&8\\8&26\end{pmatrix}$, which is checked entry by entry. The energy is

$$E_c=\tfrac12\left(8-5-\tfrac{23}{4}\right)=-\tfrac{11}{8}.$$

The norm formula gives the same value: the rows of $S$ have squared norms $5$ and $\tfrac12$, and $-\tfrac14\cdot\tfrac{11}{2}=-\tfrac{11}{8}$.

```lean
#print axioms RPASelfCorrelation.one_electron_self_correlation
-- 'RPASelfCorrelation.one_electron_self_correlation' depends on axioms: [propext, Classical.choice, Quot.sound]
```
